# The trace formula for the spin-polarized tunnelling current, and when the current is nonnegative

To simulate a spin-polarized STM image, one can take the sample's local density of states $n_S$ and the corresponding magnetization $m_S$ at each tip position, and combine them with the tip's $n_T$ and $m_T$ into

$$I=\tfrac12\bigl(n_Tn_S+\langle m_T,m_S\rangle\bigr).$$

This step rests on a model of non-interacting electrons, in which tunnelling conserves spin and the matrix element between a tip state and a sample state is a common constant times the overlap of their spinors, the sample's spinor wavefunction being evaluated at the tip position. The squared modulus of that constant is absorbed into the prefactor that sets the unit of $I$. All four quantities refer to states at one energy, with the bias shift between tip and sample included. At a finite bias, the current is the integral of such expressions over energy, weighted by the difference of the occupations of tip and sample. The sign of that difference sets the direction of flow at each energy, which is not part of $I$.

In Lean 4 with Mathlib:

```lean
import Mathlib

open Matrix

namespace SpinPolarizedTunnelling

noncomputable section
```

## Densities, magnetizations and spinors

Magnetizations are real vectors with components $m_0,m_1,m_2$ along $x,y,z$.

```lean
/-- Magnetization vectors in three-dimensional space. -/
abbrev Vec3 := EuclideanSpace ℝ (Fin 3)
```

With the Pauli matrices $\sigma_k$, an electrode is described by $\rho=(n+m\cdot\sigma)/2$. No factor $\hbar/2$ enters $m$, which therefore has the same unit as $n$.

```lean
/-- The three Pauli matrices. -/
def pauli : Fin 3 → Matrix (Fin 2) (Fin 2) ℂ :=
  ![!![0, 1; 1, 0], !![0, -Complex.I; Complex.I, 0], !![1, 0; 0, -1]]

/-- The spin-resolved density of states `(n + m·σ)/2` of an electrode. -/
def spinMatrix (n : ℝ) (m : Vec3) : Matrix (Fin 2) (Fin 2) ℂ :=
  (1 / 2 : ℂ) • ((n : ℂ) • 1 + ∑ k, (m k : ℂ) • pauli k)
```

The current is the real part of $\mathrm{Tr}(\rho_T\rho_S)$.

```lean
/-- The tunnelling current between tip and sample, in units of the tunnelling prefactor:
the real part of the trace of the product of their spin matrices. -/
def current (nT : ℝ) (mT : Vec3) (nS : ℝ) (mS : Vec3) : ℝ :=
  (spinMatrix nT mT * spinMatrix nS mS).trace.re
```

A single state is a spinor $\chi$, not necessarily normalized, with density $\chi^\dagger\chi$ and spin vector $\chi^\dagger\sigma\chi$. Both are real, so taking real parts in the definitions loses nothing.

```lean
/-- The density `χ†χ` of a two-component spinor. -/
def charge (χ : Fin 2 → ℂ) : ℝ := (star χ ⬝ᵥ χ).re

/-- The spin vector `χ†σχ` of a two-component spinor. -/
def spinVector (χ : Fin 2 → ℂ) : Vec3 :=
  WithLp.toLp 2 fun k => (star χ ⬝ᵥ (pauli k *ᵥ χ)).re
```

The polarization of an electrode is $P=\|m\|/n$.

```lean
/-- The polarization `‖m‖/n` of an electrode. -/
def polarization (n : ℝ) (m : Vec3) : ℝ := ‖m‖ / n
```

## The trace from the matrix entries

Written out,

$$\rho=\frac12\begin{pmatrix}n+m_2&m_0-im_1\\m_0+im_1&n-m_2\end{pmatrix}.$$

The proof compares the four entries.

```lean
/-- The spin matrix written out in the basis of spin up and spin down. -/
theorem spinMatrix_eq (n : ℝ) (m : Vec3) :
    spinMatrix n m =
      !![((n : ℂ) + m 2) / 2, ((m 0 : ℂ) - Complex.I * m 1) / 2;
         ((m 0 : ℂ) + Complex.I * m 1) / 2, ((n : ℂ) - m 2) / 2] := by
  ext i j
  fin_cases i <;> fin_cases j <;>
    simp [spinMatrix, pauli, Fin.sum_univ_three] <;> ring
```

In the trace of the product, the diagonal entries contribute $(n_Tn_S+m_{T,2}m_{S,2})/2$ and the off-diagonal ones $(m_{T,0}m_{S,0}+m_{T,1}m_{S,1})/2$. The final `linear_combination` supplies $i^2=-1$.

```lean
/-- The trace of the product of the tip and sample spin matrices is
`(n_T n_S + ⟨m_T, m_S⟩)/2`. -/
theorem trace_spinMatrix_mul (nT nS : ℝ) (mT mS : Vec3) :
    (spinMatrix nT mT * spinMatrix nS mS).trace =
      (((nT * nS + inner ℝ mT mS) / 2 : ℝ) : ℂ) := by
  rw [spinMatrix_eq, spinMatrix_eq]
  simp [Matrix.trace_fin_two, PiLp.inner_apply, Fin.sum_univ_three]
  linear_combination (-((mT 1 : ℂ) * (mS 1 : ℂ)) / 2) * Complex.I_sq
```

The trace is real, so the current equals it.

```lean
/-- The current is the sum of a charge term and a term in the scalar product of the
two magnetizations. -/
theorem current_eq (nT nS : ℝ) (mT mS : Vec3) :
    current nT mT nS mS = (nT * nS + inner ℝ mT mS) / 2 := by
  rw [current, trace_spinMatrix_mul, Complex.ofReal_re]
```

## From spinor overlaps to total densities

Let $\chi=(a,b)$ and $\psi=(c,d)$. Then

$$|\chi^\dagger\psi|^2=|a|^2|c|^2+|b|^2|d|^2+2\,\mathrm{Re}(\bar a b\,c\bar d).$$

The spin vector of $\chi$ has $m_0+im_1=2\bar ab$ and $m_2=|a|^2-|b|^2$, and likewise for $\psi$. Substitution gives $|\chi^\dagger\psi|^2=(n_\chi n_\psi+\langle m_\chi,m_\psi\rangle)/2$.

```lean
/-- The squared overlap of two spinors, expressed by their densities and spin vectors. -/
theorem norm_overlap_sq (χ ψ : Fin 2 → ℂ) :
    ‖star χ ⬝ᵥ ψ‖ ^ 2 =
      (charge χ * charge ψ + inner ℝ (spinVector χ) (spinVector ψ)) / 2 := by
  rw [Complex.sq_norm, Complex.normSq_apply]
  simp [charge, spinVector, pauli, dotProduct, Matrix.mulVec, Fin.sum_univ_two,
    PiLp.inner_apply, Fin.sum_univ_three]
  ring
```

The right-hand side is linear in the density and spin vector of each state. Summing over finite families of tip states $\mu$ and sample states $\nu$ thus replaces them by their totals, and the golden-rule double sum becomes a single trace.

```lean
/-- The golden-rule sum of squared spinor overlaps over all tip and sample states equals the
current computed from the total densities and total spin vectors. -/
theorem sum_overlap_eq_current {ι κ : Type*} [Fintype ι] [Fintype κ]
    (χ : ι → Fin 2 → ℂ) (ψ : κ → Fin 2 → ℂ) :
    ∑ μ, ∑ ν, ‖star (χ μ) ⬝ᵥ ψ ν‖ ^ 2 =
      current (∑ μ, charge (χ μ)) (∑ μ, spinVector (χ μ))
        (∑ ν, charge (ψ ν)) (∑ ν, spinVector (ψ ν)) := by
  rw [current_eq, Finset.sum_mul_sum, sum_inner]
  simp_rw [norm_overlap_sq, inner_sum, ← Finset.sum_add_distrib, Finset.sum_div]
```

## The sign of the current

Assume $\|m\|\le n$ for both electrodes. Physically, neither spin direction along the magnetization has a negative density, since these densities are $(n\pm\|m\|)/2$. They are also the eigenvalues of $\rho$, so the bound expresses positive semidefiniteness; the theorems use it in the form $\|m\|\le n$. By Cauchy–Schwarz,

$$\langle m_T,m_S\rangle\ge-\|m_T\|\|m_S\|\ge-n_Tn_S.$$

```lean
/-- Spin-polarized tunnelling: if neither magnetization exceeds its density, the trace of the
product of the spin matrices is `(n_T n_S + ⟨m_T, m_S⟩)/2`, and this number is nonnegative. -/
theorem spin_polarized_current {nT nS : ℝ} {mT mS : Vec3}
    (hT : ‖mT‖ ≤ nT) (hS : ‖mS‖ ≤ nS) :
    (spinMatrix nT mT * spinMatrix nS mS).trace =
        (((nT * nS + inner ℝ mT mS) / 2 : ℝ) : ℂ) ∧
      0 ≤ (nT * nS + inner ℝ mT mS) / 2 := by
  refine ⟨trace_spinMatrix_mul nT nS mT mS, ?_⟩
  -- Cauchy-Schwarz bounds the magnetic term by the charge term
  have h1 := neg_le_of_abs_le (abs_real_inner_le_norm mT mS)
  have h2 := mul_le_mul hT hS (norm_nonneg _) ((norm_nonneg _).trans hT)
  linarith
```

Now let both densities be positive. If $I=0$, then $\langle m_T,m_S\rangle=-n_Tn_S$, so $n_Tn_S\le\|m_T\|n_S$ and hence $\|m_T\|=n_T$. Moreover,

$$\|n_Tm_S+n_Sm_T\|^2\le 2n_T^2n_S^2-2n_T^2n_S^2=0,$$

so $n_Tm_S=-n_Sm_T$: both electrodes are fully polarized, in opposite directions. Conversely, the scalar product of this relation with $m_T$ gives $n_T\langle m_T,m_S\rangle=-n_Sn_T^2$, and the current vanishes.

```lean
/-- For positive densities, and magnetizations that do not exceed them, the current vanishes exactly
when the tip is fully polarized and the sample magnetization per density is opposite to that of the
tip. -/
theorem current_eq_zero_iff {nT nS : ℝ} {mT mS : Vec3} (pT : 0 < nT) (pS : 0 < nS)
    (hT : ‖mT‖ ≤ nT) (hS : ‖mS‖ ≤ nS) :
    current nT mT nS mS = 0 ↔ ‖mT‖ = nT ∧ nT • mS = -(nS • mT) := by
  rw [current_eq]
  constructor
  · intro h
    have hi : inner ℝ mT mS = -(nT * nS) := by linarith
    constructor
    · have h1 := neg_le_of_abs_le (abs_real_inner_le_norm mT mS)
      have h2 := mul_le_mul_of_nonneg_left hS (norm_nonneg mT)
      have h3 : nT * nS ≤ ‖mT‖ * nS := by linarith
      exact le_antisymm hT (le_of_mul_le_mul_right h3 pS)
    · -- the squared length of `nT mS + nS mT` cannot be positive
      have h1 : (nT * ‖mS‖) ^ 2 ≤ (nT * nS) ^ 2 := by gcongr
      have h2 : (nS * ‖mT‖) ^ 2 ≤ (nS * nT) ^ 2 := by gcongr
      have hle : ‖nT • mS + nS • mT‖ ^ 2 ≤ 0 := by
        rw [norm_add_sq_real, norm_smul, norm_smul, Real.norm_eq_abs, Real.norm_eq_abs,
          abs_of_pos pT, abs_of_pos pS, real_inner_smul_left, real_inner_smul_right,
          real_inner_comm, hi]
        nlinarith [h1, h2]
      have h0 : ‖nT • mS + nS • mT‖ = 0 :=
        (pow_eq_zero_iff two_ne_zero).mp (le_antisymm hle (sq_nonneg _))
      exact eq_neg_of_add_eq_zero_left (norm_eq_zero.mp h0)
  · rintro ⟨hp, h⟩
    have h1 : inner ℝ mT (nT • mS) = inner ℝ mT (-(nS • mT)) := by rw [h]
    rw [inner_neg_right, real_inner_smul_right, real_inner_smul_right,
      real_inner_self_eq_norm_sq, hp] at h1
    have h2 : inner ℝ mT mS = -(nT * nS) :=
      mul_left_cancel₀ pT.ne' (by linear_combination h1)
    rw [h2]
    ring
```

The bound on the sample can also be recovered from currents. If $m\ne0$, the tip $(\|m\|,-m)$ gives $I=\|m\|(n-\|m\|)/2$, which is nonnegative only if $\|m\|\le n$. If $m=0$, the tip $(1,0)$ gives $I=n/2$.

```lean
/-- A sample gives a nonnegative current with every tip whose magnetization does not exceed
its density exactly when the sample itself satisfies the same bound. -/
theorem current_nonneg_for_all_tips_iff (n : ℝ) (m : Vec3) :
    (∀ (nT : ℝ) (mT : Vec3), ‖mT‖ ≤ nT → 0 ≤ current nT mT n m) ↔ ‖m‖ ≤ n := by
  constructor
  · intro h
    by_cases hm : m = 0
    · -- an unpolarized tip tests the sign of the density
      have h1 := h 1 0 (by simp)
      rw [current_eq, inner_zero_left] at h1
      rw [hm, norm_zero]
      linarith
    · -- a fully polarized tip opposite to the sample tests the magnetization
      have h1 := h ‖m‖ (-m) (by rw [norm_neg])
      rw [current_eq, inner_neg_left, real_inner_self_eq_norm_sq] at h1
      have h2 : ‖m‖ * ‖m‖ ≤ ‖m‖ * n := by nlinarith [h1]
      exact le_of_mul_le_mul_left h2 (norm_pos_iff.mpr hm)
  · intro hS nT mT hT
    rw [current_eq]
    exact (spin_polarized_current hT hS).2
```

## Contrast on reversing the tip

Let $I_\pm$ be the currents for tip magnetizations $\pm m_T$, and $\theta$ the angle between $m_T$ and $m_S$. Then $I_+-I_-=\langle m_T,m_S\rangle$ and $I_++I_-=n_Tn_S$. For nonzero densities, $\langle m_T,m_S\rangle=\|m_T\|\|m_S\|\cos\theta$ gives

$$I_+-I_-=P_TP_S\cos\theta\,(I_++I_-).$$

For example, take $n_T=2$, $m_T=(0,0,1)$, $n_S=10$, $m_S=(0,3,4)$. Then $I_+=12$ and $I_-=8$, with ratio $4/20=1/5$. The other side agrees: $P_T=P_S=1/2$ and $\cos\theta=4/5$.

```lean
/-- Magnetic contrast: for nonzero densities, the current minus the current with the tip
magnetization reversed equals the product of the two polarizations and the cosine of the angle
between the original magnetizations, times the sum of the two currents. -/
theorem magnetic_contrast {nT nS : ℝ} (hT : nT ≠ 0) (hS : nS ≠ 0) (mT mS : Vec3) :
    current nT mT nS mS - current nT (-mT) nS mS =
      polarization nT mT * polarization nS mS *
        Real.cos (InnerProductGeometry.angle mT mS) *
        (current nT mT nS mS + current nT (-mT) nS mS) := by
  have h1 : polarization nT mT * nT = ‖mT‖ := div_mul_cancel₀ _ hT
  have h2 : polarization nS mS * nS = ‖mS‖ := div_mul_cancel₀ _ hS
  have h3 := InnerProductGeometry.cos_angle_mul_norm_mul_norm mT mS
  rw [current_eq, current_eq, inner_neg_left, ← h3, ← h1, ← h2]
  ring

end

end SpinPolarizedTunnelling
```

```lean
#print axioms SpinPolarizedTunnelling.sum_overlap_eq_current
-- 'SpinPolarizedTunnelling.sum_overlap_eq_current' depends on axioms: [propext, Classical.choice, Quot.sound]
#print axioms SpinPolarizedTunnelling.spin_polarized_current
-- 'SpinPolarizedTunnelling.spin_polarized_current' depends on axioms: [propext, Classical.choice, Quot.sound]
#print axioms SpinPolarizedTunnelling.current_nonneg_for_all_tips_iff
-- 'SpinPolarizedTunnelling.current_nonneg_for_all_tips_iff' depends on axioms: [propext, Classical.choice, Quot.sound]
#print axioms SpinPolarizedTunnelling.magnetic_contrast
-- 'SpinPolarizedTunnelling.magnetic_contrast' depends on axioms: [propext, Classical.choice, Quot.sound]
```

## Positive matrices as the starting point

The electrodes could have been modelled as arbitrary positive semidefinite Hermitian matrices. Nonnegativity of $\mathrm{Tr}(\rho_T\rho_S)$ would then hold in any finite dimension, while the formula in terms of $n$ and $m$ would concern the $2\times2$ case, with $n=\mathrm{Tr}\,\rho$ and $m_k=\mathrm{Tr}(\rho\sigma_k)$ read off from each matrix.
